# Second-moment matrix of a p-orbital shell in terms of its bond tensor

The theorem `secondMoment_eq` concerns an atom's three p orbitals, coupled along finitely many bonds by real hopping blocks with amplitude `s` along the bond and `p` perpendicular to it, the same two amplitudes for every bond. The second-moment matrix is the sum of the squared blocks. For bond vectors of unit length, the theorem says that this matrix equals z p² times the identity plus (s² − p²) times the bond tensor ∑ d dᵀ, where z is the number of bonds. The attempt first squares a single block, using the fact that d dᵀ is idempotent for a unit vector, and then sums the result over the bonds by a chain of rewrites.

The failing Lean file:

```lean
import Mathlib

open Matrix

namespace SecondMomentEq

noncomputable section

variable {ι : Type*} [Fintype ι]

/-- The outer product `d dᵀ` of a bond vector with itself, acting on the three p orbitals. -/
def bondProj (d : Fin 3 → ℝ) : Matrix (Fin 3) (Fin 3) ℝ := vecMulVec d d

/-- The p-p hopping block `s d dᵀ + p (1 - d dᵀ)` along the bond vector `d`. -/
def hop (s p : ℝ) (d : Fin 3 → ℝ) : Matrix (Fin 3) (Fin 3) ℝ :=
  s • bondProj d + p • (1 - bondProj d)

/-- The on-site second-moment matrix: the sum of the squared hopping blocks over all bonds. -/
def secondMoment (s p : ℝ) (d : ι → Fin 3 → ℝ) : Matrix (Fin 3) (Fin 3) ℝ :=
  ∑ j, hop s p (d j) * hop s p (d j)

/-- The bond tensor `∑ d dᵀ` of the coordination shell. -/
def bondTensor (d : ι → Fin 3 → ℝ) : Matrix (Fin 3) (Fin 3) ℝ := ∑ j, bondProj (d j)

/-- For a unit bond vector, `d dᵀ` is idempotent. -/
theorem bondProj_mul_self {d : Fin 3 → ℝ} (h : d ⬝ᵥ d = 1) :
    bondProj d * bondProj d = bondProj d := by
  simp only [dotProduct, Fin.sum_univ_three] at h
  ext i j
  simp only [bondProj, Matrix.mul_apply, Matrix.vecMulVec_apply, Fin.sum_univ_three]
  linear_combination d i * d j * h

/-- For unit bond vectors, the second moment is an isotropic part `z p²` plus
`s² - p²` times the bond tensor, where `z` is the number of bonds. -/
theorem secondMoment_eq (s p : ℝ) {d : ι → Fin 3 → ℝ} (hd : ∀ j, d j ⬝ᵥ d j = 1) :
    secondMoment s p d =
      ((Fintype.card ι : ℝ) * p ^ 2) • (1 : Matrix (Fin 3) (Fin 3) ℝ)
        + (s ^ 2 - p ^ 2) • bondTensor d := by
  -- the square of a single hopping block
  have hsq : ∀ j, hop s p (d j) * hop s p (d j) =
      p ^ 2 • (1 : Matrix (Fin 3) (Fin 3) ℝ) + (s ^ 2 - p ^ 2) • bondProj (d j) := by
    intro j
    have hP := bondProj_mul_self (hd j)
    simp only [hop, add_mul, mul_add, sub_mul, mul_sub, smul_mul_assoc, mul_smul_comm,
      one_mul, mul_one, hP]
    module
  unfold secondMoment bondTensor
  rw [Finset.sum_congr rfl (fun j _ => hsq j), Finset.sum_add_distrib, ← Finset.smul_sum,
    Finset.sum_const, Finset.card_univ, ← Nat.cast_smul_eq_nsmul ℝ, smul_smul]

end

end SecondMomentEq
```

The error:

```
Main.lean:38:44: error: unsolved goals
ι : Type u_1
inst✝ : Fintype ι
s p : ℝ
d : ι → Fin 3 → ℝ
hd : ∀ (j : ι), d j ⬝ᵥ d j = 1
hsq : ∀ (j : ι), hop s p (d j) * hop s p (d j) = p ^ 2 • 1 + (s ^ 2 - p ^ 2) • bondProj (d j)
⊢ (p ^ 2 * ↑(Fintype.card ι)) • 1 + ∑ x, (s ^ 2 - p ^ 2) • bondProj (d x) =
    (↑(Fintype.card ι) * p ^ 2) • 1 + (s ^ 2 - p ^ 2) • ∑ j, bondProj (d j)
```

Fix (accepted with no message):

```diff
@@ -46,6 +46,6 @@
     module
   unfold secondMoment bondTensor
-  rw [Finset.sum_congr rfl (fun j _ => hsq j), Finset.sum_add_distrib, ← Finset.smul_sum,
-    Finset.sum_const, Finset.card_univ, ← Nat.cast_smul_eq_nsmul ℝ, smul_smul]
+  rw [Finset.sum_congr rfl (fun j _ => hsq j), Finset.sum_add_distrib, Finset.sum_const,
+    Finset.card_univ, ← Nat.cast_smul_eq_nsmul ℝ, smul_smul, ← Finset.smul_sum]
 
 end
```

The error says that the rewrites all ran but left an equation that is not closed. Its two sides differ in two places: the left has `p ^ 2 * ↑(Fintype.card ι)` where the right has the factors in the other order, and the scalar `s ^ 2 - p ^ 2` is still inside the sum on the left.

Both come from the position of `← Finset.smul_sum`, which pulls a scalar out of a sum. After `Finset.sum_add_distrib` there are two sums it could act on, and `rw` settles on the first match, the constant sum of `p ^ 2 • 1`. That puts `p ^ 2` in front of the count and leaves the bond sum untouched.

The repair moves `← Finset.smul_sum` to the end. `Finset.sum_const` now turns the whole constant sum into the count times `p ^ 2 • 1`, so `smul_smul` gives the product in the order the statement has. Only the bond sum is then left for `← Finset.smul_sum` to factor, after which the sides agree and `rw` closes the goal by reflexivity.
